# Peierls phases make a lattice spectrum gauge invariant; first-order link factors can break this

A particle on a finite set of sites V has real bond weights w_xy and real link phases θ_xy, and its Hamiltonian acts as

(Hψ)_x = Σ_y w_xy (ψ_x − exp(iθ_xy) ψ_y).

Replacing θ_xy by θ_xy + f_x − f_y, with f any real function on the sites, turns H into G H G†, where G = diag(exp(if_x)) is unitary. The characteristic polynomial, and with it every energy level and its multiplicity, stays the same. If exp(iθ_xy) is replaced by 1 + iθ_xy, this fails already on two sites: phases of the form f_x − f_y, which describe no magnetic field, then shift both energies if the coupling is nonzero and f differs between the two sites.

For a particle of charge q in a static vector potential A, the phase θ_xy stands for q/ħ times the line integral of A along the bond from y to x, and f is q/ħ times the gauge function. The result thus concerns tight-binding calculations in a magnetic field, for a single particle on a finite lattice: the choice of gauge affects no level if the full exponential is kept.

## Gauge covariance and the two-site spectra

Write u_xy for the link factor. The matrix elements are

H_xy = δ_xy Σ_z w_xz − w_xy u_xy.

**The gauge change.** With u_xy = exp(iθ_xy), the new link factor is

u'_xy = exp(i(θ_xy + f_x − f_y)) = exp(if_x) u_xy exp(−if_y).

Conjugation by G multiplies the entry H_xy by exp(if_x) exp(−if_y). This turns w_xy u_xy into w_xy u'_xy. The term Σ_z w_xz sits on the diagonal, where the two phases cancel. Hence H' = G H G†, and since G†G = 1,

det(E − G H G†) = det(E − H).

No symmetry of w or θ has been used.

The orientation needs care. With the convention above, the transformed wavefunction is Gψ and the transformed Hamiltonian is G H G†. Writing G† H G instead produces the phases θ_xy − f_x + f_y. Comparing spectra doesn't reveal the slip, because both matrices have the same eigenvalues; comparing an off-diagonal entry does, provided that w_xy ≠ 0 and f_x − f_y is not a multiple of π.

**Hermiticity and energy.** Now let w_xy = w_yx and θ_xy = −θ_yx. Then conj(u_xy) = u_yx, so H is Hermitian. Moreover,

⟨ψ, Hψ⟩ = Σ_xy w_xy conj(ψ_x)(ψ_x − u_xy ψ_y).

Exchanging the names x and y gives the same number as

⟨ψ, Hψ⟩ = Σ_xy w_xy conj(ψ_y)(ψ_y − u_yx ψ_x).

Adding the two, and using u_yx u_xy = 1,

2⟨ψ, Hψ⟩ = Σ_xy w_xy |ψ_x − u_xy ψ_y|².

For ψ ≠ 0 the expectation value of the energy is ⟨ψ, Hψ⟩/⟨ψ, ψ⟩.

Antisymmetry of the phases matters here. Take two sites with w_01 = w_10 = 1, no self-weights, and θ_01 = θ_10 = π/2. Both diagonal entries of H are 1 and both off-diagonal entries are −i, so (E − 1)² = −1 and the eigenvalues are 1 ± i. The matrix is not Hermitian, although gauge covariance still holds for it.

**Two sites.** Let the coupling be J and the phases θ_xy = f_x − f_y, and put d = f_0 − f_1. Both diagonal entries of H are J, and the off-diagonal entries are −J u_01 and −J u_10, so

det(E − H) = (E − J)² − J² u_01 u_10.

For the exponential, u_01 u_10 = exp(id) exp(−id) = 1, and E = 0 or E = 2J for every f. For the linearised factor,

u_01 u_10 = (1 + id)(1 − id) = 1 + d²,

E = J(1 ± √(1 + d²)).

The linearised matrix is still Hermitian, so a check of Hermiticity gives no warning. What is lost is the unit modulus of the link factor. If J ≠ 0, the polynomial agrees with the one at zero phase exactly when d = 0. For J = 0 it is E² whatever f is, so equality no longer forces f_0 = f_1.

## Link factors and the Hamiltonian in Lean

```lean
import Mathlib

open Matrix ComplexConjugate

namespace LatticeGaugeInvariance

noncomputable section
```

Phases are functions `V → V → ℝ`, called `th` in the code, and link factors take complex values.

```lean
/-- The Peierls link factor `exp(i θ_xy)`. -/
def peierls {V : Type*} (th : V → V → ℝ) (x y : V) : ℂ :=
  Complex.exp (Complex.I * (th x y : ℂ))

/-- The link factor expanded to first order in the phase, `1 + i θ_xy`. -/
def linearLink {V : Type*} (th : V → V → ℝ) (x y : V) : ℂ :=
  1 + Complex.I * (th x y : ℂ)
```

Both definitions accept any real phases; antisymmetry is supplied as a hypothesis only in the theorems that need it.

```lean
/-- The gauge change of the link phases, `θ_xy + f_x - f_y`. -/
def gaugeShift {V : Type*} (th : V → V → ℝ) (f : V → ℝ) (x y : V) : ℝ :=
  th x y + f x - f y
```

The sign convention is fixed here: f enters with a plus sign at the first index, the site at which Hψ is evaluated. The pure-gauge phases f_x − f_y are `gaugeShift 0 f`.

```lean
/-- Two sites joined by one bond of strength `J`. -/
def bond (J : ℝ) (x y : Fin 2) : ℝ := if x = y then 0 else J
```

The two sites are the elements 0 and 1 of `Fin 2`, and there is no self-weight.

```lean
variable {V : Type*} [Fintype V] [DecidableEq V]

/-- The lattice Hamiltonian with bond weights `w` and link factors `u`. -/
def linkHamiltonian (w : V → V → ℝ) (u : V → V → ℂ) : Matrix V V ℂ :=
  Matrix.diagonal (fun x => ∑ y, (w x y : ℂ)) - Matrix.of (fun x y => (w x y : ℂ) * u x y)
```

The Hamiltonian takes the link factor as an argument, so the exponential and linearised models share one definition. The diagonal is tied to the weights, and there is no independent on-site potential. Spin, interactions and time-dependent gauge functions are also absent.

```lean
/-- The local phase rotation `diag(exp(i f))` of the wavefunction. -/
def gaugeMatrix (f : V → ℝ) : Matrix V V ℂ :=
  Matrix.diagonal (fun x => Complex.exp (Complex.I * (f x : ℂ)))
```

This is the matrix G.

## Action on wavefunctions, Hermiticity and energy

```lean
/-- At each site `x` the Hamiltonian gives the weighted sum of the differences `ψ_x - u_xy ψ_y`. -/
theorem linkHamiltonian_apply (w : V → V → ℝ) (u : V → V → ℂ) (ψ : V → ℂ) (x : V) :
    (linkHamiltonian w u *ᵥ ψ) x = ∑ y, (w x y : ℂ) * (ψ x - u x y * ψ y) := by
  rw [linkHamiltonian, Matrix.sub_mulVec, Pi.sub_apply, Matrix.mulVec_diagonal]
  simp only [Matrix.mulVec, dotProduct, Matrix.of_apply, mul_sub, Finset.sum_sub_distrib,
    Finset.sum_mul, mul_assoc]
```

The symbol `*ᵥ` applies a matrix to a vector. The theorem confirms that the matrix acts by the formula for Hψ given at the start. Its proof lets the diagonal part multiply ψ_x by the sum of weights and then distributes the sums.

```lean
omit [Fintype V] [DecidableEq V] in
/-- For antisymmetric phases, reversing a link conjugates its Peierls factor. -/
theorem peierls_conj (th : V → V → ℝ) (hth : ∀ x y, th x y = -th y x) (x y : V) :
    conj (peierls th x y) = peierls th y x := by
  unfold peierls
  rw [← Complex.exp_conj, map_mul, Complex.conj_I, Complex.conj_ofReal, hth x y]
  congr 1
  push_cast
  ring
```

Conjugation is moved into the exponent, where it changes the sign of i; antisymmetry turns that sign into a reversal of the link.

```lean
/-- Symmetric weights and antisymmetric phases give a Hermitian Hamiltonian. -/
theorem peierls_isHermitian (w th : V → V → ℝ) (hw : ∀ x y, w x y = w y x)
    (hth : ∀ x y, th x y = -th y x) : (linkHamiltonian w (peierls th)).IsHermitian := by
  refine Matrix.IsHermitian.ext fun x y => ?_
  simp only [linkHamiltonian, Matrix.sub_apply, Matrix.of_apply, Complex.star_def, map_sub,
    map_mul, Complex.conj_ofReal, peierls_conj th hth]
  rw [hw y x]
  by_cases h : x = y
  · subst h
    simp only [Matrix.diagonal_apply_eq, map_sum, Complex.conj_ofReal]
  · rw [Matrix.diagonal_apply_ne _ h, Matrix.diagonal_apply_ne _ (Ne.symm h), map_zero]
```

The proof compares H_xy with the conjugate of H_yx. The hopping terms agree by `peierls_conj` and the symmetry of w. The remaining term is a real sum when x = y and zero otherwise.

```lean
/-- A pure phase times its conjugate is one. -/
theorem phase_unit (a : ℝ) :
    conj (Complex.exp (Complex.I * (a : ℂ))) * Complex.exp (Complex.I * (a : ℂ)) = 1 := by
  rw [← Complex.exp_conj, ← Complex.exp_add]
  simp
```

This identity, conj(exp(ia)) exp(ia) = 1 for real a, is the step that 1 + ia fails when a ≠ 0.

```lean
/-- For symmetric weights and antisymmetric phases, `2⟨ψ, Hψ⟩` is the weighted sum, over ordered
pairs of sites, of the squared moduli of `ψ_x - exp(i θ_xy) ψ_y`. -/
theorem energy_form (w th : V → V → ℝ) (hw : ∀ x y, w x y = w y x)
    (hth : ∀ x y, th x y = -th y x) (ψ : V → ℂ) :
    2 * (star ψ ⬝ᵥ (linkHamiltonian w (peierls th) *ᵥ ψ)) =
      ((∑ x, ∑ y, w x y * ‖ψ x - peierls th x y * ψ y‖ ^ 2 : ℝ) : ℂ) := by
  have h1 : star ψ ⬝ᵥ (linkHamiltonian w (peierls th) *ᵥ ψ) =
      ∑ x, ∑ y, conj (ψ x) * ((w x y : ℂ) * (ψ x - peierls th x y * ψ y)) := by
    simp only [dotProduct, linkHamiltonian_apply, Pi.star_apply, Finset.mul_sum,
      Complex.star_def]
  -- the same sum with the two ends of each link exchanged
  have h2 := h1.trans Finset.sum_comm
  rw [two_mul]
  refine (congrArg₂ (· + ·) h1 h2).trans ?_
  push_cast
  simp only [← Finset.sum_add_distrib]
  refine Finset.sum_congr rfl fun x _ => Finset.sum_congr rfl fun y _ => ?_
  have hu : peierls th y x * peierls th x y = 1 := by
    rw [← peierls_conj th hth x y]
    exact phase_unit (th x y)
  rw [← Complex.conj_mul', map_sub, map_mul, peierls_conj th hth, hw y x]
  linear_combination (-(w x y : ℂ) * conj (ψ y) * ψ y) * hu
```

The left side is 2⟨ψ, Hψ⟩ for an arbitrary ψ, not necessarily normalised. The right side is a real number regarded as complex, so the theorem also shows that the energy is real. In the proof, `h1` is the first double sum of the derivation and `h2` is the same sum with the ends of each link exchanged. After they are added, the claim is checked term by term; `hu` is the relation u_yx u_xy = 1, and `linear_combination` uses it to produce the |ψ_y|² term.

## Unitary conjugation and the characteristic polynomial

```lean
/-- The local phase rotation is unitary. -/
theorem gaugeMatrix_unitary (f : V → ℝ) : (gaugeMatrix f)ᴴ * gaugeMatrix f = 1 := by
  rw [gaugeMatrix, Matrix.diagonal_conjTranspose, Matrix.diagonal_mul_diagonal,
    ← Matrix.diagonal_one]
  congr 1
  funext x
  exact phase_unit (f x)
```

The superscript `ᴴ` is the conjugate transpose. The product of the two diagonal matrices is computed entry by entry with `phase_unit`.

```lean
/-- Gauge covariance: changing the phases by `f_x - f_y` conjugates the Hamiltonian by
`diag(exp(i f))`. -/
theorem gauge_covariance (w th : V → V → ℝ) (f : V → ℝ) :
    linkHamiltonian w (peierls (gaugeShift th f)) =
      gaugeMatrix f * linkHamiltonian w (peierls th) * (gaugeMatrix f)ᴴ := by
  ext x y
  -- the link factor picks up one phase at each end
  have hl : peierls (gaugeShift th f) x y = Complex.exp (Complex.I * (f x : ℂ)) *
      peierls th x y * conj (Complex.exp (Complex.I * (f y : ℂ))) := by
    unfold peierls gaugeShift
    rw [← Complex.exp_conj, ← Complex.exp_add, ← Complex.exp_add]
    congr 1
    simp only [map_mul, Complex.conj_I, Complex.conj_ofReal]
    push_cast
    ring
  rw [gaugeMatrix, Matrix.diagonal_conjTranspose, Matrix.mul_diagonal, Matrix.diagonal_mul]
  simp only [linkHamiltonian, Matrix.sub_apply, Matrix.of_apply, hl, Pi.star_apply,
    Complex.star_def]
  by_cases h : x = y
  · subst h
    simp only [Matrix.diagonal_apply_eq]
    linear_combination (-(∑ z, (w x z : ℂ))) * phase_unit (f x)
  · rw [Matrix.diagonal_apply_ne _ h]
    ring
```

The theorem holds for all real w and θ on any finite V. The local statement `hl` is the factorisation u'_xy = exp(if_x) u_xy exp(−if_y). The proof then compares entries. Off the diagonal only the hopping term is present, and `ring` finishes. On the diagonal the sum of weights has acquired a phase and its conjugate, which `phase_unit` removes.

```lean
/-- Gauge invariance: the characteristic polynomial is unchanged by a gauge change. -/
theorem gauge_invariance_charpoly (w th : V → V → ℝ) (f : V → ℝ) :
    (linkHamiltonian w (peierls (gaugeShift th f))).charpoly =
      (linkHamiltonian w (peierls th)).charpoly := by
  rw [gauge_covariance, Matrix.charpoly_mul_comm, ← Matrix.mul_assoc, gaugeMatrix_unitary,
    Matrix.one_mul]
```

Here `charpoly` is det(E − H) as a polynomial in E, so equality covers multiplicities as well as eigenvalues. The proof uses the fact that AB and BA have the same characteristic polynomial for square matrices. With A = GH and B = G†, this moves G† to the front, where G†G = 1 leaves H.

## Pure-gauge phases on one bond

```lean
/-- On two sites with pure-gauge phases, the Peierls Hamiltonian has eigenvalues `0` and `2J`. -/
theorem peierls_two_site (J : ℝ) (f : Fin 2 → ℝ) (E : ℂ) :
    (linkHamiltonian (bond J) (peierls (gaugeShift 0 f))).charpoly.IsRoot E ↔
      E = 0 ∨ E = 2 * (J : ℂ) := by
  have h : (linkHamiltonian (bond J) (peierls 0)).charpoly.eval E = E * (E - 2 * (J : ℂ)) := by
    rw [Matrix.charpoly_fin_two]
    simp [Matrix.trace_fin_two, Matrix.det_fin_two, linkHamiltonian, bond, peierls]
    ring
  rw [gauge_invariance_charpoly, Polynomial.IsRoot.def, h, mul_eq_zero, sub_eq_zero]
```

Eigenvalues are expressed as roots: `IsRoot E` says that the characteristic polynomial vanishes at the complex number E. Gauge invariance first removes f, so only the zero-phase matrix has to be evaluated, through its trace and determinant. The result is E(E − 2J).

```lean
/-- The characteristic polynomial of the linearized two-site Hamiltonian with pure-gauge
phases. -/
theorem linearized_charpoly (J : ℝ) (f : Fin 2 → ℝ) (E : ℂ) :
    (linkHamiltonian (bond J) (linearLink (gaugeShift 0 f))).charpoly.eval E =
      (E - J) ^ 2 - (J : ℂ) ^ 2 * (1 + ((f 0 : ℂ) - f 1) ^ 2) := by
  rw [Matrix.charpoly_fin_two]
  simp [Matrix.trace_fin_two, Matrix.det_fin_two, linkHamiltonian, bond, linearLink, gaugeShift]
  linear_combination ((J : ℂ) ^ 2 * ((f 0 : ℂ) - f 1) ^ 2) * Complex.I_sq
```

No gauge theorem is available for the linearised factor, so the determinant is computed with f present. The last line uses i² = −1 to turn (1 + id)(1 − id) into 1 + d².

```lean
/-- With pure-gauge phases the linearized two-site Hamiltonian has eigenvalues
`J (1 ± √(1 + (f_0 - f_1)²))`. -/
theorem linearized_two_site (J : ℝ) (f : Fin 2 → ℝ) (E : ℂ) :
    (linkHamiltonian (bond J) (linearLink (gaugeShift 0 f))).charpoly.IsRoot E ↔
      E = (J : ℂ) * (1 + (√(1 + (f 0 - f 1) ^ 2) : ℝ)) ∨
      E = (J : ℂ) * (1 - (√(1 + (f 0 - f 1) ^ 2) : ℝ)) := by
  have hr : √(1 + (f 0 - f 1) ^ 2) ^ 2 = 1 + (f 0 - f 1) ^ 2 := Real.sq_sqrt (by positivity)
  generalize √(1 + (f 0 - f 1) ^ 2) = s at hr ⊢
  have hs : (s : ℂ) ^ 2 = 1 + ((f 0 : ℂ) - f 1) ^ 2 := by exact_mod_cast hr
  have h : (E - J) ^ 2 - (J : ℂ) ^ 2 * (1 + ((f 0 : ℂ) - f 1) ^ 2) =
      (E - (J : ℂ) * (1 + (s : ℂ))) * (E - (J : ℂ) * (1 - (s : ℂ))) := by
    linear_combination (J : ℂ) ^ 2 * hs
  rw [Polynomial.IsRoot.def, linearized_charpoly, h, mul_eq_zero, sub_eq_zero, sub_eq_zero]
```

The square root is abbreviated to s with s² = 1 + d², and the polynomial factors as (E − J(1 + s))(E − J(1 − s)). A product vanishes exactly when one of its factors does, which gives the two energies.

```lean
/-- For nonzero coupling, the linearized two-site characteristic polynomial equals its
zero-phase form exactly when the gauge function is the same on both sites. -/
theorem linearized_invariant_iff (J : ℝ) (hJ : J ≠ 0) (f : Fin 2 → ℝ) :
    (linkHamiltonian (bond J) (linearLink (gaugeShift 0 f))).charpoly =
      (linkHamiltonian (bond J) (linearLink 0)).charpoly ↔ f 0 = f 1 := by
  constructor
  · intro h
    have hz : gaugeShift (0 : Fin 2 → Fin 2 → ℝ) 0 = 0 := by
      funext x y
      simp [gaugeShift]
    -- compare the two polynomials at the energy J
    have h0 := linearized_charpoly J 0 (J : ℂ)
    rw [hz, ← h, linearized_charpoly] at h0
    simp only [Pi.zero_apply, Complex.ofReal_zero] at h0
    have hc : (J : ℂ) ^ 2 * ((f 0 : ℂ) - f 1) ^ 2 = 0 := by linear_combination -h0
    have hr : J ^ 2 * (f 0 - f 1) ^ 2 = 0 := by exact_mod_cast hc
    rcases mul_eq_zero.mp hr with h1 | h1
    · exact absurd h1 (pow_ne_zero 2 hJ)
    · exact sub_eq_zero.mp ((pow_eq_zero_iff two_ne_zero).mp h1)
  · intro h
    have hz : gaugeShift (0 : Fin 2 → Fin 2 → ℝ) f = 0 := by
      funext x y
      fin_cases x <;> fin_cases y <;> simp [gaugeShift, h]
    rw [hz]

end

end LatticeGaugeInvariance
```

For the forward direction, equal polynomials must agree at E = J. There they take the values −J²(1 + d²) and −J², so J²d² = 0, and `hJ` leaves d = 0. Conversely, if f_0 = f_1, all the shifted phases are zero and the two matrices coincide.

```lean
#print axioms LatticeGaugeInvariance.gauge_invariance_charpoly
-- 'LatticeGaugeInvariance.gauge_invariance_charpoly' depends on axioms: [propext, Classical.choice, Quot.sound]
#print axioms LatticeGaugeInvariance.peierls_two_site
-- 'LatticeGaugeInvariance.peierls_two_site' depends on axioms: [propext, Classical.choice, Quot.sound]
#print axioms LatticeGaugeInvariance.linearized_two_site
-- 'LatticeGaugeInvariance.linearized_two_site' depends on axioms: [propext, Classical.choice, Quot.sound]
#print axioms LatticeGaugeInvariance.linearized_invariant_iff
-- 'LatticeGaugeInvariance.linearized_invariant_iff' depends on axioms: [propext, Classical.choice, Quot.sound]
```
